# Steps of ladder operators add under multiplication

Let H be a Hamiltonian and A a raising operator with HA − AH = aA, where the number a is the energy step. If applying A n times to an eigenstate of H with energy E does not give zero, the result is an eigenstate with energy E + na, and one can write this down without diagonalising again. This uses the commutator of H with the n-th power of the operator, which follows from the commutator with the operator itself.

```lean
import Mathlib

open Polynomial

namespace LadderOperators

section General

variable {R 𝒜 : Type*} [CommRing R] [Ring 𝒜] [Algebra R 𝒜]
```

`𝒜` is the algebra of operators, associative but not necessarily commutative. `R` is the commutative ring of scalars; in quantum mechanics it would usually be the complex numbers. No adjoint, norm or Hermiticity is assumed, and the domains of unbounded operators are not treated: all operators are taken to act on one common space, which they map into itself.

```lean
/-- `X` is a ladder operator of step `a` for `H`: the commutator `[H, X]` equals `a X`. -/
def IsLadder (H : 𝒜) (a : R) (X : 𝒜) : Prop :=
  H * X - X * H = a • X
```

`IsLadder H a X` is the statement

HX − XH = aX,

where `•` multiplies an operator by a scalar. If H is a Hamiltonian and X takes an energy eigenstate to a non-zero state, the step a is the difference between the new energy and the old one. The zero operator satisfies the relation for every a.

```lean
/-- The steps of two ladder operators add up in their product. -/
theorem ladder_mul {H A B : 𝒜} {a b : R} (hA : IsLadder H a A) (hB : IsLadder H b B) :
    IsLadder H (a + b) (A * B) := by
  unfold IsLadder at *
  -- the commutator with `H` obeys the Leibniz rule
  have leibniz : H * (A * B) - A * B * H
      = (H * A - A * H) * B + A * (H * B - B * H) := by noncomm_ring
  rw [leibniz, hA, hB, smul_mul_assoc, mul_smul_comm, add_smul]
```

The hypotheses `hA` and `hB` say [H,A] = aA and [H,B] = bB. Adding and subtracting AHB gives

H(AB) − (AB)H = (HA − AH)B + A(HB − BH)
= aAB + bAB = (a + b)AB.

The first line is `leibniz`, which `noncomm_ring` checks by expanding products without changing their order. The `rw` line then inserts the two hypotheses, moves the scalars to the front and expands (a + b)AB on the right-hand side.

```lean
/-- The `n`-th power of a ladder operator of step `a` is a ladder operator of step `n a`. -/
theorem ladder_pow {H A : 𝒜} {a : R} (hA : IsLadder H a A) (n : ℕ) :
    IsLadder H ((n : R) * a) (A ^ n) := by
  induction n with
  | zero => simp [IsLadder]
  | succ n ih =>
    have e : ((n + 1 : ℕ) : R) * a = (n : R) * a + a := by
      push_cast
      ring
    rw [pow_succ, e]
    exact ladder_mul ih hA
```

The proof is by induction on n. For n = 0, A⁰ = 1 commutes with H, so the step is 0. If Aⁿ has step na, then Aⁿ⁺¹ = AⁿA has step

na + a = (n + 1)a

by the product rule. The notation `(n : R)` turns the natural number n into a scalar.

```lean
/-- If `[H, A] = a A` and `[H, B] = b B`, then `A B`, `B A` and `[A, B]` are ladder operators
of step `a + b`, and every power `A ^ n` is a ladder operator of step `n a`. -/
theorem ladder_algebra {H A B : 𝒜} {a b : R} (hA : IsLadder H a A) (hB : IsLadder H b B) :
    IsLadder H (a + b) (A * B) ∧ IsLadder H (a + b) (B * A) ∧
      IsLadder H (a + b) (A * B - B * A) ∧ ∀ n : ℕ, IsLadder H ((n : R) * a) (A ^ n) := by
  have h1 : IsLadder H (a + b) (A * B) := ladder_mul hA hB
  have h2 : IsLadder H (a + b) (B * A) := by
    rw [add_comm a b]
    exact ladder_mul hB hA
  refine ⟨h1, h2, ?_, ladder_pow hA⟩
  unfold IsLadder at h1 h2 ⊢
  -- the commutator with `H` is linear
  have linear : H * (A * B - B * A) - (A * B - B * A) * H
      = (H * (A * B) - A * B * H) - (H * (B * A) - B * A * H) := by noncomm_ring
  rw [linear, h1, h2, smul_sub]
```

This theorem joins four statements with `∧`, "and". AB is covered by the product rule, and BA by the same rule with the factors exchanged, since b + a = a + b. For the commutator, linearity gives

[H, AB − BA] = (a + b)AB − (a + b)BA = (a + b)(AB − BA).

The powers come from `ladder_pow`.

```lean
/-- If `H v = E v`, then applying a ladder operator of step `a` to the state `v` a total of
`n` times gives a vector on which `H` acts as multiplication by `E + n a`. -/
theorem ladder_shifts_level {M : Type*} [AddCommGroup M] [Module R M] [Module 𝒜 M]
    [IsScalarTower R 𝒜 M] {H A : 𝒜} {a E : R} {v : M}
    (hA : IsLadder H a A) (hv : H • v = E • v) (n : ℕ) :
    H • (A ^ n • v) = (E + (n : R) * a) • (A ^ n • v) := by
  have h : H * A ^ n = A ^ n * H + ((n : R) * a) • A ^ n :=
    sub_eq_iff_eq_add'.mp (ladder_pow hA n)
  calc H • (A ^ n • v) = (H * A ^ n) • v := (mul_smul _ _ _).symm
    _ = A ^ n • (H • v) + ((n : R) * a) • (A ^ n • v) := by
        rw [h, add_smul, mul_smul, smul_assoc]
    _ = E • (A ^ n • v) + ((n : R) * a) • (A ^ n • v) := by
        rw [hv, smul_comm E (A ^ n) v]
    _ = (E + (n : R) * a) • (A ^ n • v) := (add_smul _ _ _).symm
```

States are vectors in `M`, on which both operators and scalars act; `IsScalarTower` makes the two actions compatible. From HAⁿ = AⁿH + naAⁿ and Hv = Ev,

H(Aⁿv) = Aⁿ(Hv) + naAⁿv = (E + na)Aⁿv.

The `calc` block follows this line. For the harmonic oscillator or a spin in a field, this is one step in finding the levels algebraically; it does not say that Aⁿv is non-zero, so E + na need not be an eigenvalue.

```lean
/-- Moving a ladder operator of step `a` to the left through a polynomial in `H` replaces
`H` by `H + a`. -/
theorem polynomial_mul_ladder {H X : 𝒜} {a : R} (hX : IsLadder H a X) (p : R[X]) :
    aeval H p * X = X * aeval (H + algebraMap R 𝒜 a) p := by
  have h : H * X = X * H + a • X := sub_eq_iff_eq_add'.mp hX
  have hs : SemiconjBy X (H + algebraMap R 𝒜 a) H := by
    change X * (H + algebraMap R 𝒜 a) = H * X
    rw [mul_add, ← Algebra.commutes, ← Algebra.smul_def, h]
  -- it is enough to treat sums and monomials
  induction p using Polynomial.induction_on' with
  | add p q hp hq => rw [map_add, map_add, add_mul, mul_add, hp, hq]
  | monomial n r =>
    rw [aeval_monomial, aeval_monomial, mul_assoc, ← (hs.pow_right n).eq,
      ← mul_assoc, ← mul_assoc, Algebra.commutes r X]

end General
```

For every polynomial p with coefficients in R,

p(H)X = X p(H + a).

Here `aeval H p` means p(H), and `algebraMap R 𝒜 a` is a times the identity. The ladder relation reads HX = X(H + a), which is `hs`. Repeating it n times gives HⁿX = X(H + a)ⁿ. Multiplying by a coefficient r, which commutes with X, settles the monomials, and sums follow by distributivity.

```lean
/-- In an algebra of finite dimension `d` over a field of characteristic zero, the `d`-th power
of a ladder operator with non-zero step vanishes. -/
theorem ladder_nilpotent {K 𝒜 : Type*} [Field K] [CharZero K] [Ring 𝒜] [Algebra K 𝒜]
    [FiniteDimensional K 𝒜] {H X : 𝒜} {a : K} (ha : a ≠ 0) (hX : IsLadder H a X) :
    X ^ Module.finrank K 𝒜 = 0 := by
  by_contra hne
  -- the powers of `X` are eigenvectors of the commutator map, with distinct eigenvalues
  let ad : Module.End K 𝒜 := LinearMap.mulLeft K H - LinearMap.mulRight K H
  have hli : LinearIndependent K
      (fun i : Fin (Module.finrank K 𝒜 + 1) => X ^ (i : ℕ)) := by
    apply Module.End.eigenvectors_linearIndependent' ad
      (fun i : Fin (Module.finrank K 𝒜 + 1) => ((i : ℕ) : K) * a)
    · intro i j hij
      have hc : ((i : ℕ) : K) = ((j : ℕ) : K) := mul_right_cancel₀ ha hij
      exact Fin.ext (Nat.cast_injective hc)
    · intro i
      refine ⟨Module.End.mem_eigenspace_iff.mpr ?_, ?_⟩
      · exact ladder_pow hX (i : ℕ)
      · intro h0
        exact hne (pow_eq_zero_of_le (Nat.lt_succ_iff.mp i.isLt) h0)
  -- there are more of them than the dimension allows
  have hcard := hli.fintype_card_le_finrank
  rw [Fintype.card_fin] at hcard
  omega
```

Now the scalars form a field of characteristic zero, the algebra has finite dimension d, written `Module.finrank K 𝒜`, and a ≠ 0. The claim is X^d = 0.

Suppose X^d ≠ 0. Then none of 1, X, …, X^d vanishes. With ad(Y) = HY − YH, the power rule gives

ad(Xⁱ) = iaXⁱ, i = 0, …, d.

The eigenvalues ia are distinct, so these d + 1 eigenvectors are linearly independent, which is impossible in dimension d. In Lean, `hli` is the independence, its two bullets check distinct eigenvalues and non-zero eigenvectors, and `omega` closes the contradiction d + 1 ≤ d.

Note that d is the dimension of the algebra, not of the state space: for all N × N matrices, d = N². The exponent is then larger than necessary for N > 1, since a nilpotent N × N matrix already satisfies X^N = 0; that sharper bound is not proved here.

```lean
/-- A diagonal Hamiltonian with the three equally spaced levels `1, 0, -1`. -/
def threeLevel : Matrix (Fin 3) (Fin 3) ℚ := !![1, 0, 0; 0, 0, 0; 0, 0, -1]
```

This H is diagonal, with levels 1, 0 and −1 and rational entries.

```lean
/-- The matrix that moves the lower two of three basis states up by one level and sends the highest
(the first basis vector) to zero. -/
def raising : Matrix (Fin 3) (Fin 3) ℚ := !![0, 1, 0; 0, 0, 1; 0, 0, 0]
```

The raising matrix sends the lowest basis state to the middle one, the middle one to the highest, and the highest to zero.

```lean
/-- The matrix that moves the upper two of three basis states down by one level and sends the lowest
(the last basis vector) to zero. -/
def lowering : Matrix (Fin 3) (Fin 3) ℚ := !![0, 0, 0; 1, 0, 0; 0, 1, 0]
```

The lowering matrix does the reverse and sends the lowest state to zero.

```lean
/-- For the three-level Hamiltonian the raising and lowering matrices are ladder operators of
steps `1` and `-1`, and the square of the raising matrix is not zero. -/
theorem ladder_witness :
    IsLadder threeLevel (1 : ℚ) raising ∧ IsLadder threeLevel (-1 : ℚ) lowering ∧
      raising ^ 2 ≠ 0 := by
  refine ⟨?_, ?_, ?_⟩
  · unfold IsLadder
    ext i j
    fin_cases i <;> fin_cases j <;>
      norm_num [threeLevel, raising, Matrix.mul_apply, Fin.sum_univ_succ]
  · unfold IsLadder
    ext i j
    fin_cases i <;> fin_cases j <;>
      norm_num [threeLevel, lowering, Matrix.mul_apply, Fin.sum_univ_succ]
  · intro h
    have h02 := congrFun (congrFun h 0) 2
    norm_num [raising, pow_two, Matrix.mul_apply, Fin.sum_univ_succ] at h02
    -- the remaining entry is `1` by definition
    have h10 : (1 : ℚ) = 0 := h02
    exact one_ne_zero h10

end LadderOperators
```

For a diagonal H with levels hᵢ,

[H,X]ᵢⱼ = (hᵢ − hⱼ)Xᵢⱼ.

The non-zero entries of the raising matrix have hᵢ − hⱼ = 1, those of the lowering matrix −1. Lean checks all nine entries in each case, with `fin_cases` listing the indices. The square of the raising matrix has entry 1 in row 0, column 2, counting from zero, so it is not the zero matrix: a ladder operator with non-zero step can have a non-zero square even in finite dimension.

```lean
#print axioms LadderOperators.ladder_mul
#print axioms LadderOperators.ladder_algebra
#print axioms LadderOperators.polynomial_mul_ladder
#print axioms LadderOperators.ladder_nilpotent
```

```
'LadderOperators.ladder_mul' depends on axioms: [propext, Quot.sound]
'LadderOperators.ladder_algebra' depends on axioms: [propext, Quot.sound]
'LadderOperators.polynomial_mul_ladder' depends on axioms: [propext, Classical.choice, Quot.sound]
'LadderOperators.ladder_nilpotent' depends on axioms: [propext, Classical.choice, Quot.sound]
```
